# Raising the commutator order can remove the global minimum of a unitary pair energy

Unitary coupled-cluster theory minimises an energy whose commutator expansion never ends, so asking whether a cut expansion still has a minimum requires a choice of what is cut. Here the cut energy is a sum of nested commutators evaluated in the reference state; that it is a Taylor polynomial is proved in part (e).

The model has two states, the reference (index 0, energy zero) and one pair excitation (index 1). The real number \(K\) couples them, and the excitation lies \(2D\) above the reference, so \(D\) is half the gap:

\[
H=\begin{pmatrix}0&K\\K&2D\end{pmatrix},\qquad A=\begin{pmatrix}0&-1\\1&0\end{pmatrix}.
\]

```lean
import Mathlib

open Matrix Filter

namespace UnitaryPairTruncation

noncomputable section

/-- The Hamiltonian in the basis of the reference and the pair excitation, with coupling `K`
and excitation energy `2 * D`. -/
def pairHamiltonian (K D : ℝ) : Matrix (Fin 2) (Fin 2) ℝ := !![0, K; K, 2 * D]

/-- The anti-Hermitian generator: excitation minus de-excitation of the pair. -/
def pairGenerator : Matrix (Fin 2) (Fin 2) ℝ := !![0, -1; 1, 0]
```

Since \(A^2=-1\), the operator \(e^{qA}\) turns the reference into the normalised state \((\cos q,\sin q)\). The code starts from this state directly. The amplitude \(q\) is often written \(t\) or \(\theta\). For a matrix \(M\), `expectation M q` is its expectation value \(\langle M\rangle_q\), and \(E(q)=\langle H\rangle_q\).

```lean
/-- The expectation value of `M` in the state with amplitudes `cos q` on the reference and
`sin q` on the pair excitation. -/
def expectation (M : Matrix (Fin 2) (Fin 2) ℝ) (q : ℝ) : ℝ :=
  ![Real.cos q, Real.sin q] ⬝ᵥ M *ᵥ ![Real.cos q, Real.sin q]
```

Put \(H_0=H\) and \(H_{k+1}=[H_k,A]=H_kA-AH_k\). The energy cut after \(m\) commutators is

\[
E_m(q)=\sum_{k=0}^{m}\frac{(H_k)_{00}}{k!}\,q^k .
\]

These are `nestedCommutator K D k` and `truncatedEnergy K D m q`.

```lean
/-- The `k`-fold nested commutator of the Hamiltonian with the generator. -/
def nestedCommutator (K D : ℝ) : ℕ → Matrix (Fin 2) (Fin 2) ℝ
  | 0 => pairHamiltonian K D
  | k + 1 => nestedCommutator K D k * pairGenerator - pairGenerator * nestedCommutator K D k

/-- The energy from the commutator expansion cut after `m` nested commutators, each evaluated
in the reference state. -/
def truncatedEnergy (K D : ℝ) (m : ℕ) (q : ℝ) : ℝ :=
  ∑ k ∈ Finset.range (m + 1), nestedCommutator K D k 0 0 / (Nat.factorial k : ℝ) * q ^ k
```

A molecule has many amplitudes, whose generators need not commute; that the reference and one pair excitation form a closed problem is assumed. Within this one-amplitude model, the truncation order decides whether an unrestricted energy minimisation has a solution.

## (a) An expectation value in matrix elements

Show that

\[
\langle M\rangle_q=M_{00}\cos^2q+(M_{01}+M_{10})\cos q\sin q+M_{11}\sin^2q .
\]

**Solution.** The vector \(M(\cos q,\sin q)\) has components \(M_{00}\cos q+M_{01}\sin q\) and \(M_{10}\cos q+M_{11}\sin q\). Multiply them by \(\cos q\) and \(\sin q\) and add. In Lean, `simp` expands the products and `ring` collects terms.

```lean
/-- The expectation value written out in the matrix elements of the observable. -/
theorem expectation_apply (M : Matrix (Fin 2) (Fin 2) ℝ) (q : ℝ) :
    expectation M q = M 0 0 * (Real.cos q * Real.cos q)
      + (M 0 1 + M 1 0) * (Real.cos q * Real.sin q) + M 1 1 * (Real.sin q * Real.sin q) := by
  simp [expectation, Matrix.mulVec, dotProduct, Fin.sum_univ_two]
  ring
```

## (b) The pair energy

Show that \(E(q)=K\sin 2q+D(1-\cos 2q)\).

**Solution.** Part (a) gives \(E=2K\cos q\sin q+2D\sin^2q\), and the double-angle formulas finish. Lean writes \(\cos 2q\) as \(2\cos^2q-1\), so `linear_combination` supplies \(\sin^2q+\cos^2q=1\).

```lean
/-- The unitary pair energy is `K sin 2q + D (1 - cos 2q)`. -/
theorem pairEnergy_eq (K D q : ℝ) :
    expectation (pairHamiltonian K D) q
      = K * Real.sin (2 * q) + D * (1 - Real.cos (2 * q)) := by
  rw [expectation_apply, Real.sin_two_mul, Real.cos_two_mul]
  change 0 * (Real.cos q * Real.cos q) + (K + K) * (Real.cos q * Real.sin q)
    + 2 * D * (Real.sin q * Real.sin q) = _
  linear_combination 2 * D * Real.sin_sq_add_cos_sq q
```

## (c) One commutator

Show that

\[
[M,A]=\begin{pmatrix}M_{01}+M_{10}&M_{11}-M_{00}\\M_{11}-M_{00}&-(M_{01}+M_{10})\end{pmatrix}.
\]

**Solution.** Subtract the two products

\[
MA=\begin{pmatrix}M_{01}&-M_{00}\\M_{11}&-M_{10}\end{pmatrix},\qquad
AM=\begin{pmatrix}-M_{10}&-M_{11}\\M_{00}&M_{01}\end{pmatrix}.
\]

Lean checks the four entries separately, through `fin_cases`.

```lean
/-- The matrix elements of the commutator of an observable with the pair generator. -/
theorem commutator_eq (M : Matrix (Fin 2) (Fin 2) ℝ) :
    M * pairGenerator - pairGenerator * M
      = !![M 0 1 + M 1 0, M 1 1 - M 0 0; M 1 1 - M 0 0, -(M 0 1 + M 1 0)] := by
  ext i j
  -- write both products as sums before inserting the generator
  rw [Matrix.sub_apply, Matrix.mul_apply, Matrix.mul_apply, Fin.sum_univ_two, Fin.sum_univ_two]
  fin_cases i <;> fin_cases j <;> simp [pairGenerator] <;> ring
```

## (d) A derivative is a commutator

Show that \(\dfrac{d}{dq}\langle M\rangle_q=\langle[M,A]\rangle_q\).

**Solution.** Differentiating (a) gives

\[
(M_{01}+M_{10})(\cos^2q-\sin^2q)+2(M_{11}-M_{00})\cos q\sin q ,
\]

which is (a) applied to the matrix in (c). In the proof, `h` holds the product-rule derivative and the last `ring` compares the two expressions.

```lean
/-- Differentiating an expectation value in the amplitude `q` replaces the observable by its
commutator with the generator. -/
theorem hasDerivAt_expectation (M : Matrix (Fin 2) (Fin 2) ℝ) (q : ℝ) :
    HasDerivAt (expectation M)
      (expectation (M * pairGenerator - pairGenerator * M) q) q := by
  have hc := Real.hasDerivAt_cos q
  have hs := Real.hasDerivAt_sin q
  have h := (((hc.fun_mul hc).const_mul (M 0 0)).fun_add
    ((hc.fun_mul hs).const_mul (M 0 1 + M 1 0))).fun_add ((hs.fun_mul hs).const_mul (M 1 1))
  rw [funext (expectation_apply M)]
  refine h.congr_deriv ?_
  rw [expectation_apply, commutator_eq]
  change _ = (M 0 1 + M 1 0) * (Real.cos q * Real.cos q)
    + ((M 1 1 - M 0 0) + (M 1 1 - M 0 0)) * (Real.cos q * Real.sin q)
    + (-(M 0 1 + M 1 0)) * (Real.sin q * Real.sin q)
  ring
```

## (e) The cut expansion as a Taylor polynomial

Show that

\[
E_m(q)=\sum_{k=0}^m\frac{E^{(k)}(0)}{k!}\,q^k .
\]

**Solution.** By (d) and induction, \(E^{(k)}(q)=\langle H_k\rangle_q\). At \(q=0\) the state is the reference, so \(E^{(k)}(0)=(H_k)_{00}\). The induction is `hk`; the theorem writes \(E\) in the closed form of (b).

```lean
/-- Cutting the commutator expansion after `m` commutators gives the degree-`m` Taylor
polynomial at `q = 0` of the unitary pair energy. -/
theorem truncatedEnergy_eq_taylor (K D : ℝ) (m : ℕ) (q : ℝ) :
    truncatedEnergy K D m q = ∑ k ∈ Finset.range (m + 1),
      iteratedDeriv k (fun x => K * Real.sin (2 * x) + D * (1 - Real.cos (2 * x))) 0
        / (Nat.factorial k : ℝ) * q ^ k := by
  have hE : (fun x => K * Real.sin (2 * x) + D * (1 - Real.cos (2 * x)))
      = expectation (pairHamiltonian K D) := funext fun x => (pairEnergy_eq K D x).symm
  -- each derivative adds one commutator
  have hk : ∀ k, iteratedDeriv k (expectation (pairHamiltonian K D))
      = expectation (nestedCommutator K D k) := by
    intro k
    induction k with
    | zero => exact iteratedDeriv_zero
    | succ k ih =>
      rw [iteratedDeriv_succ, ih]
      exact funext fun x => (hasDerivAt_expectation _ x).deriv
  rw [hE]
  unfold truncatedEnergy
  refine Finset.sum_congr rfl fun k _ => ?_
  rw [hk, expectation_apply]
  simp
```

## (f) Reference values at every order

Show that, for \(j\ge0\),

\[
(H_{2j+1})_{00}=(-4)^j\,2K,\qquad (H_{2j+2})_{00}=(-4)^j\,4D .
\]

**Solution.** By (c), every commutator has the form \(\begin{pmatrix}x&y\\y&-x\end{pmatrix}\), and the next one is \(\begin{pmatrix}2y&-2x\\-2x&-2y\end{pmatrix}\). Two steps therefore multiply \(x\) by \(-4\). The starting values are \((H_1)_{00}=2K\) and \((H_2)_{00}=2\cdot2D=4D\). The factor \(-4\) is `step`, which reads the entries from (c) and combines them with `linarith`; induction on \(j\) does the rest.

```lean
/-- In the reference state the odd nested commutators see only the coupling `K`, the even ones
only `D`, and the sign alternates every two orders. -/
theorem nestedCommutator_reference (K D : ℝ) (j : ℕ) :
    nestedCommutator K D (2 * j + 1) 0 0 = (-4) ^ j * (2 * K) ∧
    nestedCommutator K D (2 * j + 2) 0 0 = (-4) ^ j * (4 * D) := by
  have e (n : ℕ) : nestedCommutator K D (n + 1) = _ := commutator_eq (nestedCommutator K D n)
  -- two further commutators multiply the reference value by -4
  have step : ∀ k, nestedCommutator K D (k + 3) 0 0 = -4 * nestedCommutator K D (k + 1) 0 0 := by
    intro k
    have h1 : nestedCommutator K D (k + 3) 0 0 = nestedCommutator K D (k + 2) 0 1
      + nestedCommutator K D (k + 2) 1 0 := congrFun (congrFun (e (k + 2)) 0) 0
    have h2 : nestedCommutator K D (k + 2) 0 1 = nestedCommutator K D (k + 1) 1 1
      - nestedCommutator K D (k + 1) 0 0 := congrFun (congrFun (e (k + 1)) 0) 1
    have h3 : nestedCommutator K D (k + 2) 1 0 = nestedCommutator K D (k + 1) 1 1
      - nestedCommutator K D (k + 1) 0 0 := congrFun (congrFun (e (k + 1)) 1) 0
    have h4 : nestedCommutator K D (k + 1) 0 0 = nestedCommutator K D k 0 1
      + nestedCommutator K D k 1 0 := congrFun (congrFun (e k) 0) 0
    have h5 : nestedCommutator K D (k + 1) 1 1 = -(nestedCommutator K D k 0 1
      + nestedCommutator K D k 1 0) := congrFun (congrFun (e k) 1) 1
    linarith
  induction j with
  | zero =>
    have a : nestedCommutator K D 1 0 0 = K + K := congrFun (congrFun (e 0) 0) 0
    have b : nestedCommutator K D 2 0 0 = nestedCommutator K D 1 0 1
      + nestedCommutator K D 1 1 0 := congrFun (congrFun (e 1) 0) 0
    have c : nestedCommutator K D 1 0 1 = 2 * D - 0 := congrFun (congrFun (e 0) 0) 1
    have d : nestedCommutator K D 1 1 0 = 2 * D - 0 := congrFun (congrFun (e 0) 1) 0
    rw [show 2 * 0 + 1 = 1 from rfl, show 2 * 0 + 2 = 2 from rfl, a, b, c, d, pow_zero]
    constructor <;> ring
  | succ j ih =>
    rw [show 2 * (j + 1) + 1 = 2 * j + 3 by ring, show 2 * (j + 1) + 2 = 2 * j + 1 + 3 by ring,
      step, step, ih.1, show 2 * j + 1 + 1 = 2 * j + 2 by ring, ih.2]
    constructor <;> ring
```

## (g) Growth of a polynomial

Let \(m\ge1\) and \(a_m>0\). Show that \(\sum_{k=0}^m a_kq^k\to+\infty\) as \(q\to+\infty\).

**Solution.** For \(m=1\) the sum is \(a_0+a_1q\). For larger \(m\) write it as \(a_0+q\,Q(q)\), where \(Q\) has degree \(m-1\) and top coefficient \(a_m\). By induction \(Q\to+\infty\), hence so does the sum. Lean splits off \(a_0\) with `Finset.sum_range_succ'`.

```lean
/-- A polynomial of degree `m ≥ 1` with positive top coefficient grows to `+∞` as `q → +∞`. -/
theorem tendsto_sum_pow {m : ℕ} (hm : 1 ≤ m) (a : ℕ → ℝ) (ha : 0 < a m) :
    Tendsto (fun q : ℝ => ∑ k ∈ Finset.range (m + 1), a k * q ^ k) atTop atTop := by
  induction m generalizing a with
  | zero => omega
  | succ n ih =>
    rcases Nat.eq_zero_or_pos n with rfl | hn
    · have h := tendsto_atTop_add_const_right atTop (a 0)
        ((tendsto_id (α := ℝ) (x := atTop)).const_mul_atTop ha)
      refine h.congr fun q => ?_
      simp [Finset.sum_range_succ, add_comm]
    · -- split off the constant term and one factor q
      have h := ih hn (fun k => a (k + 1)) ha
      refine (tendsto_atTop_add_const_right atTop (a 0)
        (h.atTop_mul_atTop₀ tendsto_id)).congr fun q => ?_
      rw [Finset.sum_range_succ' _ (n + 1), Finset.sum_mul]
      simp [pow_succ, mul_assoc]
```

## (h) Orders that keep a minimum

Let \(D>0\) and \(m=4i+2\). Show that some \(q_0\) satisfies \(E_m(q_0)\le E_m(q)\) for all real \(q\).

**Solution.** By (f) with \(j=2i\), the top coefficient is \(16^i\,4D/m!>0\). Part (g) gives growth as \(q\to+\infty\). The degree is even, so \(E_m(-q)\) has the same top coefficient, which gives growth as \(q\to-\infty\). Outside some bounded interval \(E_m\) thus exceeds \(E_m(0)\), and inside it the continuous function attains its minimum. The two limits are `hR` and `hL`; `exists_forall_le` supplies the minimum.

```lean
/-- For `D > 0` and `m` leaving remainder 2 modulo 4, the truncated energy attains a global
minimum. -/
theorem truncatedEnergy_exists_min (K : ℝ) {D : ℝ} (hD : 0 < D) {m : ℕ} (hm : m % 4 = 2) :
    ∃ q₀, ∀ q, truncatedEnergy K D m q₀ ≤ truncatedEnergy K D m q := by
  obtain ⟨i, rfl⟩ : ∃ i, m = 2 * (2 * i) + 2 := ⟨m / 4, by omega⟩
  have hp : (0 : ℝ) < (-4) ^ (2 * i) := Even.pow_pos (even_two_mul i) (by norm_num)
  have ha : 0 < nestedCommutator K D (2 * (2 * i) + 2) 0 0
      / (Nat.factorial (2 * (2 * i) + 2) : ℝ) := by
    rw [(nestedCommutator_reference K D (2 * i)).2]
    exact div_pos (mul_pos hp (by linarith)) (by positivity)
  have hev : Even (2 * (2 * i) + 2) := ⟨2 * i + 1, by ring⟩
  have hR : Tendsto (truncatedEnergy K D (2 * (2 * i) + 2)) atTop atTop :=
    tendsto_sum_pow (by omega) (fun k => nestedCommutator K D k 0 0 / (Nat.factorial k : ℝ)) ha
  -- the even degree gives the same growth after reflection of q
  have h0 := tendsto_sum_pow (m := 2 * (2 * i) + 2) (by omega)
    (fun k => (-1) ^ k * (nestedCommutator K D k 0 0 / (Nat.factorial k : ℝ)))
    (by rw [hev.neg_one_pow, one_mul]; exact ha)
  have hL : Tendsto (truncatedEnergy K D (2 * (2 * i) + 2)) atBot atTop := by
    refine (h0.comp tendsto_neg_atBot_atTop).congr fun q => ?_
    simp only [Function.comp_apply, truncatedEnergy]
    refine Finset.sum_congr rfl fun k _ => ?_
    have h1 : (-1 : ℝ) ^ k * (-1) ^ k = 1 := by rw [← mul_pow]; norm_num
    rw [neg_pow q k]
    linear_combination nestedCommutator K D k 0 0 / (Nat.factorial k : ℝ) * q ^ k * h1
  have hcont : Continuous (truncatedEnergy K D (2 * (2 * i) + 2)) := by
    unfold truncatedEnergy
    fun_prop
  refine hcont.exists_forall_le ?_
  rw [cocompact_eq_atBot_atTop]
  exact hL.sup hR
```

## (i) The criterion

Let \(D>0\), \(K\ne0\) and \(m\ge1\): the excitation lies above the reference and couples to it. Show that

\[
E_m\text{ is bounded below on }\mathbb R\iff m\equiv2\pmod 4 .
\]

**Solution.** Part (h) gives one direction. For odd \(m=2j+1\) the top coefficient \((-4)^j\,2K/m!\) is nonzero, so \(E_m\) falls without bound towards one end. If 4 divides \(m\), then \(m=2j+2\) with \(j\) odd, and the top coefficient \((-4)^j\,4D/m!\) is negative. In Lean, `key` applies (g) to \(-E_m(sq)\) with \(s=\pm1\). `BddBelow (Set.range …)` says that one real number lies below all energies.

The smallest case is \(E_1=2Kq\), a straight line. At \(K=0\) it is constant and bounded, so the criterion fails there; \(E_0=0\) likewise shows why \(m=0\) is excluded.

```lean
/-- For `D > 0`, `K ≠ 0` and `m ≥ 1`, the pair energy truncated after `m` nested commutators is
bounded below on the real line exactly when `m` leaves remainder 2 modulo 4. -/
theorem truncatedEnergy_bddBelow_iff {K D : ℝ} (hD : 0 < D) (hK : K ≠ 0) {m : ℕ} (hm : 1 ≤ m) :
    BddBelow (Set.range (truncatedEnergy K D m)) ↔ m % 4 = 2 := by
  -- a negative top coefficient along the direction s makes the energy fall without bound
  have key : ∀ s : ℝ, s ^ m * (nestedCommutator K D m 0 0 / (Nat.factorial m : ℝ)) < 0 →
      ¬ BddBelow (Set.range (truncatedEnergy K D m)) := by
    rintro s hs ⟨b, hb⟩
    have ht := tendsto_sum_pow hm
      (fun k => -(s ^ k * (nestedCommutator K D k 0 0 / (Nat.factorial k : ℝ))))
      (neg_pos.mpr hs)
    obtain ⟨q, hq⟩ := (ht.eventually_gt_atTop (-b)).exists
    have hT : ∑ k ∈ Finset.range (m + 1),
        -(s ^ k * (nestedCommutator K D k 0 0 / (Nat.factorial k : ℝ))) * q ^ k
        = -truncatedEnergy K D m (s * q) := by
      unfold truncatedEnergy
      rw [← Finset.sum_neg_distrib]
      refine Finset.sum_congr rfl fun k _ => ?_
      rw [mul_pow]
      ring
    have h1 : b ≤ truncatedEnergy K D m (s * q) := hb ⟨_, rfl⟩
    have h2 : -b < -truncatedEnergy K D m (s * q) := by rw [← hT]; exact hq
    linarith
  constructor
  · intro hbdd
    by_contra hmod
    obtain ⟨j, rfl | rfl⟩ : ∃ j, m = 2 * j + 1 ∨ m = 2 * j + 2 := ⟨(m - 1) / 2, by omega⟩
    · -- odd order: one of the two directions is downhill
      have hne : nestedCommutator K D (2 * j + 1) 0 0
          / (Nat.factorial (2 * j + 1) : ℝ) ≠ 0 := by
        rw [(nestedCommutator_reference K D j).1]
        exact div_ne_zero (mul_ne_zero (pow_ne_zero _ (by norm_num))
          (mul_ne_zero two_ne_zero hK)) (by positivity)
      rcases lt_or_gt_of_ne hne with h | h
      · exact key 1 (by rw [one_pow, one_mul]; exact h) hbdd
      · have ho : Odd (2 * j + 1) := ⟨j, rfl⟩
        exact key (-1) (by rw [ho.neg_one_pow]; linarith) hbdd
    · -- order divisible by four: the top coefficient is negative
      have ho : Odd j := ⟨j / 2, by omega⟩
      have hn : (-4 : ℝ) ^ j < 0 := Odd.pow_neg ho (by norm_num)
      refine key 1 ?_ hbdd
      rw [one_pow, one_mul, (nestedCommutator_reference K D j).2]
      exact div_neg_of_neg_of_pos (mul_neg_of_neg_of_pos hn (by linarith)) (by positivity)
  · intro hmod
    obtain ⟨q₀, h⟩ := truncatedEnergy_exists_min K hD hmod
    exact ⟨truncatedEnergy K D m q₀, by rintro _ ⟨q, rfl⟩; exact h q⟩
```

## (j) The untruncated minimum

Let \(D>0\). Show that \(\min_q E(q)=D-\sqrt{D^2+K^2}\).

**Solution.** Write \(E=D-u\) with \(u=D\cos2q-K\sin2q\). Since

\[
u^2+(D\sin2q+K\cos2q)^2=D^2+K^2,
\]

we have \(u\le\sqrt{D^2+K^2}\). Equality holds at \(2q=-\arctan(K/D)\), the point that the proof inserts after writing \(K=Dx\). `IsLeast` states both the bound and its attainment.

```lean
/-- For `D > 0` the untruncated pair energy attains its minimum, `D - √(D² + K²)`. -/
theorem pairEnergy_isLeast (K : ℝ) {D : ℝ} (hD : 0 < D) :
    IsLeast (Set.range (expectation (pairHamiltonian K D))) (D - √(D ^ 2 + K ^ 2)) := by
  constructor
  · obtain ⟨x, rfl⟩ : ∃ x, K = D * x := ⟨K / D, by field_simp⟩
    have hpos : 0 < 1 + x ^ 2 := by positivity
    have hr : √(D ^ 2 + (D * x) ^ 2) = D * √(1 + x ^ 2) := by
      rw [show D ^ 2 + (D * x) ^ 2 = D ^ 2 * (1 + x ^ 2) by ring,
        Real.sqrt_mul (sq_nonneg D), Real.sqrt_sq hD.le]
    have h3 : (1 + x ^ 2) / √(1 + x ^ 2) = √(1 + x ^ 2) := by
      rw [div_eq_iff (Real.sqrt_pos.mpr hpos).ne']
      exact (Real.mul_self_sqrt hpos.le).symm
    refine ⟨-Real.arctan x / 2, ?_⟩
    rw [pairEnergy_eq, show 2 * (-Real.arctan x / 2) = -Real.arctan x by ring, Real.sin_neg,
      Real.cos_neg, Real.sin_arctan, Real.cos_arctan, hr]
    linear_combination (-D) * h3
  · rintro _ ⟨q, rfl⟩
    rw [pairEnergy_eq]
    have h := Real.sin_sq_add_cos_sq (2 * q)
    have hsq : (D * Real.cos (2 * q) - K * Real.sin (2 * q)) ^ 2 ≤ D ^ 2 + K ^ 2 := by
      have hid : D ^ 2 + K ^ 2 = (D * Real.cos (2 * q) - K * Real.sin (2 * q)) ^ 2
          + (D * Real.sin (2 * q) + K * Real.cos (2 * q)) ^ 2 := by
        linear_combination (-(D ^ 2 + K ^ 2)) * h
      linarith [sq_nonneg (D * Real.sin (2 * q) + K * Real.cos (2 * q))]
    linarith [le_trans (le_abs_self _) (Real.abs_le_sqrt hsq)]

end

end UnitaryPairTruncation
```

```lean
#print axioms UnitaryPairTruncation.truncatedEnergy_eq_taylor
#print axioms UnitaryPairTruncation.truncatedEnergy_bddBelow_iff
#print axioms UnitaryPairTruncation.pairEnergy_isLeast
```

```
'UnitaryPairTruncation.truncatedEnergy_eq_taylor' depends on axioms: [propext, Classical.choice, Quot.sound]
'UnitaryPairTruncation.truncatedEnergy_bddBelow_iff' depends on axioms: [propext, Classical.choice, Quot.sound]
'UnitaryPairTruncation.pairEnergy_isLeast' depends on axioms: [propext, Classical.choice, Quot.sound]
```

## Numbers for K = 3, D = 4

The untruncated minimum is \(4-5=-1\). The first truncations are

\[
E_2=6q+8q^2,\qquad E_3=E_2-4q^3,\qquad E_4=E_3-\tfrac83q^4 .
\]

\(E_2\) has its minimum \(-9/8\) at \(q=-3/8\), slightly below the untruncated value. At \(q=3\) the three energies are \(90\), \(-18\) and \(-234\). \(E_3\) keeps a local minimum of about \(-0.972\) near \(q=-0.305\), so a local search started at \(q=0\) may show no sign of the missing lower bound.
